# The open SSH chain with n+1 A sites and n B sites has one zero mode up to scale when w ≠ 0

The 2n+1 sites of this Su–Schrieffer–Heeger (SSH) chain could be numbered in a row from left to right, or sorted by sublattice. We sort them: a site is either one of A_0, ..., A_n or one of B_0, ..., B_(n−1), and a state assigns a complex amplitude to each. The Hamiltonian then has only off-diagonal blocks, and chiral symmetry can be read from its block form. The geometry of the chain sits entirely in the hopping block.

The real number v is the hopping on every bond A_j–B_j, and w is the hopping on every bond B_j–A_(j+1). All on-site energies are zero. For w ≠ 0, the states with Hψ = 0 are exactly the multiples of the state with amplitude (−v/w)^j on A_j and zero on every B site.

## Two recursions, one for each sublattice

Write a_j and b_j for the amplitudes of ψ on A_j and B_j. If n = 0, there is a single site and H = 0, so the claim is immediate. For n ≥ 1, the equation Hψ = 0 at the B sites reads

v a_j + w a_(j+1) = 0, for 0 ≤ j ≤ n−1.

At the A sites other than A_0 it reads

w b_(n−1) = 0,
w b_j + v b_(j+1) = 0, for 0 ≤ j ≤ n−2.

The first of these, at the right end, gives b_(n−1) = 0 because w ≠ 0. For n = 1 this is the only B amplitude. For n ≥ 2 the second equation then gives b_(n−2) = 0, and so on inward until every b_j vanishes. The remaining equation, v b_0 = 0 at A_0, now holds automatically.

The B-site equations give a_(j+1) = (−v/w) a_j, hence

a_j = (−v/w)^j a_0.

Conversely, these amplitudes with all b_j = 0 satisfy every equation. One complex number a_0 is free, so the kernel has dimension one. For v = 0 the state sits on A_0 alone, with 0^0 = 1.

The condition w ≠ 0 says that the bonds between neighbouring cells are present. With w = 0 and v ≠ 0 the chain falls into separate dimers and an isolated A_n, which then carries the zero mode.

The mode exists whichever of |v| and |w| is larger, so its presence in this chain does not distinguish the two dimerisation patterns. For n ≥ 1 the ratio decides where it lives: if v ≠ 0, the modulus falls from each A site to the next exactly when |v| < |w|. With a_0 = 1, the squared norm is the geometric sum

S = 1 + (v/w)² + ... + (v/w)^(2n).

Multiplying by 1 − (v/w)² and then by w^(2n+2) gives

(w² − v²) w^(2n) S = w^(2n+2) − v^(2n+2).

At |v| = |w| this reads 0 = 0 and does not fix S; the sum itself gives S = n+1.

## Five sites with v = 1 and w = 2

For n = 2 the A amplitudes are 1, −1/2, 1/4. The two B-site equations check:

1·1 + 2·(−1/2) = 0,
1·(−1/2) + 2·(1/4) = 0.

The squared norm is S = 1 + 1/4 + 1/16 = 21/16, and the identity gives 3·16·21/16 = 63 = 64 − 1. The normalised amplitudes are 4/√21, −2/√21, 1/√21, so the probability on A_0 is 16/21.

## The chain as a block matrix

In Lean 4 with Mathlib:

```lean
import Mathlib

open Matrix

namespace OddSSHChain

noncomputable section
```

The rows of `hop` are A sites and its columns are B sites. For a column `j`, `j.castSucc` is the same number read as an A index, and `j.succ` is j+1.

```lean
/-- The hopping block from B sites to A sites: `v` couples `A_j` with `B_j`,
and `w` couples `A_(j+1)` with `B_j`. -/
def hop (n : ℕ) (v w : ℝ) : Matrix (Fin (n + 1)) (Fin n) ℂ :=
  Matrix.of fun i j =>
    (if i = j.castSucc then (v : ℂ) else 0) + (if i = j.succ then (w : ℂ) else 0)
```

The lower left block is the conjugate transpose `ᴴ`, and the zero diagonal blocks exclude on-site energies and hopping within a sublattice.

```lean
/-- The Hamiltonian of the open SSH chain with sites `A_0, ..., A_n` and
`B_0, ..., B_(n-1)`. -/
def hamiltonian (n : ℕ) (v w : ℝ) :
    Matrix (Fin (n + 1) ⊕ Fin n) (Fin (n + 1) ⊕ Fin n) ℂ :=
  Matrix.fromBlocks 0 (hop n v w) (hop n v w)ᴴ 0

/-- The chirality operator: `+1` on A sites and `-1` on B sites. -/
def chirality (n : ℕ) : Matrix (Fin (n + 1) ⊕ Fin n) (Fin (n + 1) ⊕ Fin n) ℂ :=
  Matrix.fromBlocks 1 0 0 (-1)
```

The zero mode is left unnormalised, with amplitude 1 on A_0.

```lean
/-- The state with amplitude `(-v/w)^j` on `A_j` and zero on every B site, for `w ≠ 0`. -/
def zeroMode (n : ℕ) (v w : ℝ) : Fin (n + 1) ⊕ Fin n → ℂ :=
  Sum.elim (fun j => (-(v : ℂ) / w) ^ (j : ℕ)) (fun _ => 0)
```

Hermiticity and chiral symmetry follow from block algebra. The second means that a state of energy E is carried by the chirality operator to one of energy −E.

```lean
/-- The SSH Hamiltonian is Hermitian. -/
theorem hamiltonian_isHermitian (n : ℕ) (v w : ℝ) : (hamiltonian n v w).IsHermitian := by
  unfold hamiltonian
  rw [Matrix.IsHermitian, Matrix.fromBlocks_conjTranspose]
  simp

/-- Chiral symmetry: conjugation by the chirality operator reverses the sign of the
Hamiltonian. -/
theorem chiral_symmetry (n : ℕ) (v w : ℝ) :
    chirality n * hamiltonian n v w * chirality n = -hamiltonian n v w := by
  simp [chirality, hamiltonian, Matrix.fromBlocks_multiply, Matrix.fromBlocks_neg]
```

## The equations site by site

The next two lemmas turn the matrix-vector product `*ᵥ` into the equations used above. The A-site version keeps the sum over B sites, so it treats the ends and the interior alike. The B-site version uses the reality of v and w to remove the conjugation.

```lean
/-- The component of `H ψ` on an A site is the sum of the B amplitudes weighted by the
hopping block. -/
theorem hamiltonian_apply_A (n : ℕ) (v w : ℝ) (ψ : Fin (n + 1) ⊕ Fin n → ℂ)
    (i : Fin (n + 1)) :
    (hamiltonian n v w *ᵥ ψ) (Sum.inl i) = ∑ j, hop n v w i j * ψ (Sum.inr j) := by
  simp only [hamiltonian, Matrix.mulVec, dotProduct, Fintype.sum_sum_type,
    Matrix.fromBlocks_apply₁₁, Matrix.fromBlocks_apply₁₂, Matrix.zero_apply, zero_mul,
    Finset.sum_const_zero, zero_add]

/-- The component of `H ψ` on `B_j` is `v ψ(A_j) + w ψ(A_(j+1))`. -/
theorem hamiltonian_apply_B (n : ℕ) (v w : ℝ) (ψ : Fin (n + 1) ⊕ Fin n → ℂ) (j : Fin n) :
    (hamiltonian n v w *ᵥ ψ) (Sum.inr j) =
      v * ψ (Sum.inl j.castSucc) + w * ψ (Sum.inl j.succ) := by
  -- the hopping amplitudes are real
  have hreal : ∀ i, star (hop n v w i j) = hop n v w i j := by
    intro i
    simp only [hop, Matrix.of_apply]
    split_ifs <;> simp
  simp only [hamiltonian, Matrix.mulVec, dotProduct, Fintype.sum_sum_type,
    Matrix.fromBlocks_apply₂₁, Matrix.fromBlocks_apply₂₂, Matrix.conjTranspose_apply,
    hreal, Matrix.zero_apply, zero_mul, Finset.sum_const_zero, add_zero]
  simp [hop, add_mul, Finset.sum_add_distrib, ite_mul]
```

## Induction from the right end

The proof turns on how the inward recursion is phrased. The auxiliary statement `key` says that, for every m, all B sites with `n - (j : ℕ) ≤ m` have zero amplitude. For m = 0 there are no such sites, since j < n.

In the step, the equation at A_(j+1) is a sum over all B sites, and `Finset.sum_eq_single` reduces it to the term at `j` once the others are shown to vanish. The term at B_(j+1) vanishes by the induction hypothesis, and the rest have zero hopping. At the right end there is no B_(j+1), so the boundary equation needs no case of its own.

```lean
/-- For `w ≠ 0`, every state annihilated by the Hamiltonian vanishes on all B sites. -/
theorem kernel_vanishes_on_B {n : ℕ} {v w : ℝ} (hw : w ≠ 0)
    {ψ : Fin (n + 1) ⊕ Fin n → ℂ} (hψ : hamiltonian n v w *ᵥ ψ = 0) (j : Fin n) :
    ψ (Sum.inr j) = 0 := by
  have hw' : (w : ℂ) ≠ 0 := Complex.ofReal_ne_zero.mpr hw
  -- induction on the distance from the right end of the chain
  have key : ∀ m : ℕ, ∀ j : Fin n, n - (j : ℕ) ≤ m → ψ (Sum.inr j) = 0 := by
    intro m
    induction m with
    | zero =>
      intro j hj
      have := j.isLt
      omega
    | succ m ih =>
      intro j hj
      have h := congrFun hψ (Sum.inl j.succ)
      rw [hamiltonian_apply_A, Pi.zero_apply, Finset.sum_eq_single j] at h
      · have hne : j.succ ≠ j.castSucc := by
          intro h0
          have h1 : (j : ℕ) + 1 = j := congrArg Fin.val h0
          omega
        simp only [hop, Matrix.of_apply, if_neg hne, if_true, zero_add] at h
        exact (mul_eq_zero.mp h).resolve_left hw'
      · intro k _ hk
        by_cases hc : j.succ = k.castSucc
        · have h1 : (j : ℕ) + 1 = k := congrArg Fin.val hc
          have := k.isLt
          rw [ih k (by omega), mul_zero]
        · have hk' : j.succ ≠ k.succ := fun h0 => hk (Fin.succ_injective _ h0).symm
          simp only [hop, Matrix.of_apply, if_neg hc, if_neg hk', add_zero, zero_mul]
      · intro h0
        exact absurd (Finset.mem_univ j) h0
  exact key _ j le_rfl
```

## The kernel and its dimension

`LinearMap.ker (hamiltonian n v w).mulVecLin` is the space of states with Hψ = 0. The theorem identifies it with the complex span of `zeroMode n v w` and gives its dimension as 1.

In one direction, `Fin.induction` runs the recursion on the A sites, and the scalar multiplying the zero mode is ψ(A_0). In the other, the zero mode is put into both sets of equations. The dimension follows because the amplitude on A_0 is 1, so the spanning vector is not zero.

```lean
/-- For `w ≠ 0`, the kernel of the Hamiltonian is spanned by the state with amplitude
`(-v/w)^j` on `A_j` and zero on every B site, and it is one-dimensional. -/
theorem kernel_eq_span_zeroMode (n : ℕ) (v : ℝ) {w : ℝ} (hw : w ≠ 0) :
    LinearMap.ker (hamiltonian n v w).mulVecLin = Submodule.span ℂ {zeroMode n v w} ∧
      Module.finrank ℂ (LinearMap.ker (hamiltonian n v w).mulVecLin) = 1 := by
  have hw' : (w : ℂ) ≠ 0 := Complex.ofReal_ne_zero.mpr hw
  have hr : (w : ℂ) * (-(v : ℂ) / w) = -v := by field_simp
  have hker : LinearMap.ker (hamiltonian n v w).mulVecLin =
      Submodule.span ℂ {zeroMode n v w} := by
    ext ψ
    rw [LinearMap.mem_ker, Matrix.mulVecLin_apply, Submodule.mem_span_singleton]
    constructor
    · intro h
      -- the equations on the B sites fix all A amplitudes from the first one
      have hA : ∀ i : Fin (n + 1),
          ψ (Sum.inl i) = ψ (Sum.inl 0) * (-(v : ℂ) / w) ^ (i : ℕ) := by
        intro i
        induction i using Fin.induction with
        | zero => simp
        | succ j ih =>
          change ψ (Sum.inl j.castSucc) = ψ (Sum.inl 0) * (-(v : ℂ) / w) ^ (j : ℕ) at ih
          have hj := congrFun h (Sum.inr j)
          rw [hamiltonian_apply_B, ih, Pi.zero_apply] at hj
          rw [Fin.val_succ, pow_succ]
          apply mul_left_cancel₀ hw'
          linear_combination hj - ψ (Sum.inl 0) * (-(v : ℂ) / w) ^ (j : ℕ) * hr
      refine ⟨ψ (Sum.inl 0), ?_⟩
      ext s
      rcases s with i | j
      · rw [hA i]
        rfl
      · simp [zeroMode, kernel_vanishes_on_B hw h j]
    · rintro ⟨c, rfl⟩
      -- the proposed state solves the equations on both sublattices
      have hz : hamiltonian n v w *ᵥ zeroMode n v w = 0 := by
        ext s
        rcases s with i | j
        · rw [hamiltonian_apply_A]
          simp [zeroMode]
        · rw [hamiltonian_apply_B]
          change (v : ℂ) * (-(v : ℂ) / w) ^ (j : ℕ) +
            w * (-(v : ℂ) / w) ^ ((j : ℕ) + 1) = 0
          rw [pow_succ]
          linear_combination (-(v : ℂ) / w) ^ (j : ℕ) * hr
      rw [Matrix.mulVec_smul, hz, smul_zero]
  refine ⟨hker, ?_⟩
  rw [hker]
  apply finrank_span_singleton
  intro h0
  have h1 := congrFun h0 (Sum.inl 0)
  simp [zeroMode] at h1
```

For a non-interacting tight-binding code, this gives an exact zero-energy eigenvector to compare with, up to a scalar factor, in an open chain that begins and ends on an A site and has zero on-site energies and only nearest-neighbour hoppings, which are real and alternate between v and w with w ≠ 0. Disorder, interactions and lattice motion lie beyond the model.

## Decay and norm

The decay criterion compares neighbouring A sites through the ratio |v|/|w|. It assumes v ≠ 0 because at v = 0 the amplitudes beyond A_0 are all zero and cannot decrease further.

```lean
/-- For nonzero hoppings, the modulus of the zero-mode amplitude decreases from `A_j` to
`A_(j+1)` exactly when `|v| < |w|`. -/
theorem zeroMode_decays_iff {n : ℕ} {v w : ℝ} (hv : v ≠ 0) (hw : w ≠ 0) (j : Fin n) :
    ‖zeroMode n v w (Sum.inl j.succ)‖ < ‖zeroMode n v w (Sum.inl j.castSucc)‖ ↔
      |v| < |w| := by
  have hv' : (v : ℂ) ≠ 0 := Complex.ofReal_ne_zero.mpr hv
  have hw' : (w : ℂ) ≠ 0 := Complex.ofReal_ne_zero.mpr hw
  change ‖(-(v : ℂ) / w) ^ ((j : ℕ) + 1)‖ < ‖(-(v : ℂ) / w) ^ (j : ℕ)‖ ↔ _
  have hp : 0 < ‖(-(v : ℂ) / w) ^ (j : ℕ)‖ :=
    norm_pos_iff.mpr (pow_ne_zero _ (div_ne_zero (neg_ne_zero.mpr hv') hw'))
  have hq : ‖-(v : ℂ) / w‖ = |v| / |w| := by
    simp only [norm_div, norm_neg, Complex.norm_real, Real.norm_eq_abs]
  rw [pow_succ, norm_mul, hq, ← div_lt_one (abs_pos.mpr hw)]
  constructor
  · intro h
    by_contra hc
    have := not_lt.mp hc
    nlinarith
  · intro h
    nlinarith
```

The last theorem sums the squared moduli over all sites. `mul_neg_geom_sum` supplies the geometric series, and `linear_combination` multiplies it by w^(2n+2), as in the derivation.

```lean
/-- The squared norm `S` of the zero mode satisfies
`(w² - v²) w^(2n) S = w^(2n+2) - v^(2n+2)` for `w ≠ 0`. -/
theorem zeroMode_norm_sq (n : ℕ) (v : ℝ) {w : ℝ} (hw : w ≠ 0) :
    (w ^ 2 - v ^ 2) * w ^ (2 * n) * ∑ s, ‖zeroMode n v w s‖ ^ 2 =
      w ^ (2 * n + 2) - v ^ (2 * n + 2) := by
  have hA : ∀ i : Fin (n + 1),
      ‖zeroMode n v w (Sum.inl i)‖ ^ 2 = ((v / w) ^ 2) ^ (i : ℕ) := by
    intro i
    change ‖(-(v : ℂ) / w) ^ (i : ℕ)‖ ^ 2 = _
    have hq : ‖-(v : ℂ) / w‖ = |v / w| := by
      simp only [norm_div, norm_neg, Complex.norm_real, Real.norm_eq_abs, abs_div]
    rw [norm_pow, hq, ← sq_abs (v / w)]
    ring
  have hB : ∀ j : Fin n, ‖zeroMode n v w (Sum.inr j)‖ ^ 2 = 0 := by
    intro j
    simp [zeroMode]
  -- the weights on the A sites form a geometric series
  have hS : ∑ s, ‖zeroMode n v w s‖ ^ 2 =
      ∑ i ∈ Finset.range (n + 1), ((v / w) ^ 2) ^ i := by
    rw [Fintype.sum_sum_type,
      ← Fin.sum_univ_eq_sum_range (fun i => ((v / w) ^ 2) ^ i) (n + 1)]
    simp only [hA, hB, Finset.sum_const_zero, add_zero]
  have hg := mul_neg_geom_sum ((v / w) ^ 2) (n + 1)
  have hvw : v = v / w * w := by field_simp
  rw [hS]
  generalize v / w = x at hg hvw ⊢
  rw [hvw]
  linear_combination w ^ (2 * n + 2) * hg

end

end OddSSHChain
```

```lean
#print axioms OddSSHChain.chiral_symmetry
-- 'OddSSHChain.chiral_symmetry' depends on axioms: [propext, Classical.choice, Quot.sound]
#print axioms OddSSHChain.kernel_eq_span_zeroMode
-- 'OddSSHChain.kernel_eq_span_zeroMode' depends on axioms: [propext, Classical.choice, Quot.sound]
#print axioms OddSSHChain.zeroMode_decays_iff
-- 'OddSSHChain.zeroMode_decays_iff' depends on axioms: [propext, Classical.choice, Quot.sound]
#print axioms OddSSHChain.zeroMode_norm_sq
-- 'OddSSHChain.zeroMode_norm_sq' depends on axioms: [propext, Classical.choice, Quot.sound]
```
